# In a barrier q ≥ κ² > 0, a slope error ε at c shifts the solution by at least ε sinh κ(r − c)/κ

An electron bound in an atom has a radial function that dies away beyond the outer turning point. If I integrate the radial equation outward into that region, the computed function follows the decaying tail for a while and then runs off. I blame a small error in the slope at some point $c$ beyond the turning point.

Write the equation as $y''=qy$, with $q\ge\kappa^2$ and $\kappa>0$ on $[c,\infty)$. Let two solutions agree at $c$ while their slopes differ by $\varepsilon>0$. I believe that they are then at least $\varepsilon\sinh(\kappa(r-c))/\kappa$ apart at every $r\ge c$, whatever the shape of $q$. Can this be made rigorous and checked by machine?

## The error obeys the radial equation too

Yes. The argument also allows an initial value error $\delta\ge0$; your case is $\delta=0$. Let $d=y_1-y_2$. By linearity $d''=qd$, with $d(c)=\delta$ and $d'(c)=\varepsilon$.

**The error keeps its sign.** Since
$$(dd')'=d'^2+qd^2\ge0,$$
and $dd'=\delta\varepsilon\ge0$ at $c$, we have $dd'\ge0$ throughout. Then $(d'^2)'=2q\,dd'\ge0$, so $d'^2\ge\varepsilon^2>0$. The continuous function $d'$ never vanishes and starts positive, so it stays positive. Hence $d\ge\delta\ge0$.

**Comparison with a constant barrier.** Let
$$B(r)=\delta\cosh\kappa(r-c)+\frac{\varepsilon}{\kappa}\sinh\kappa(r-c).$$
Differentiating twice gives $B''=\kappa^2B$, with $B(c)=\delta$ and $B'(c)=\varepsilon$. The gap $e=d-B$ therefore starts with $e(c)=e'(c)=0$, and because $d\ge0$,
$$e''=qd-\kappa^2B\ge\kappa^2d-\kappa^2B=\kappa^2e.$$

Put $w=e'+\kappa e$. Then
$$(e^{-\kappa r}w)'=e^{-\kappa r}(e''-\kappa^2e)\ge0,$$
so $w\ge0$. Next, $(e^{\kappa r}e(r))'=e^{\kappa r}w(r)\ge0$, so $e\ge0$, which is $d\ge B$. Finally $e''\ge\kappa^2e\ge0$ gives $e'\ge0$, so the slope error is at least $B'$. Setting $\delta=0$ gives your bound.

**Loss of the decaying solution.** If $y_2\to0$, then $\sinh x\ge x$ for $x\ge0$ gives $y_1(r)\ge y_2(r)+\varepsilon(r-c)$, and $y_1\to+\infty$.

## A hydrogen tail, and a region without a barrier

For hydrogen 1s in atomic units, $y_2=re^{-r}$ solves the equation with $q=1-2/r$. Take $c=8/3$: from there on $q\ge1/4$, so $\kappa=1/2$. A slope error $\varepsilon=10^{-6}$ at $c$ has produced, 20 bohr further out, an error in $y$ of at least
$$10^{-6}\,\frac{\sinh 10}{1/2}\approx0.022,$$
whereas $y_2$ itself is only about $3\times10^{-9}$ there.

The lower bound on $q$ matters. With $q=0$ the difference is exactly $\varepsilon(r-c)$, which is smaller than $\varepsilon\sinh(\kappa(r-c))/\kappa$ for every $\kappa>0$ and $r>c$.

## What the Lean theorems say

`SolvesOutward q y p c` says that, at every $r\ge c$, `y` has derivative `p r` and `p` has derivative `q r * y r`. Thus `p` is the slope, and the pair encodes the second-order equation. The derivatives are taken within `Ici c`, the half-line $[c,\infty)$, so they are one-sided at $c$. The functions have type `ℝ → ℝ`, but nothing is required of them to the left of $c$.

Your statement is `slope_error_amplification`. Its hypothesis `hq` is the barrier condition, `hy` the equal starting values, and `hp` with `hε` the positive slope difference. In an atom, $y$ is $r$ times the radial wave function and $q=l(l+1)/r^2+2(V-E)$ in atomic units, with angular momentum $l$, local potential $V$ and energy $E$; $\kappa$ is a lower bound on the local decay rate $\sqrt q$. Continuity of $q$ is not assumed, but a potential with a jump beyond $c$ is not covered: the slopes of the two solutions cannot both have a derivative at the jump.

`error_amplification` gives the bounds on value and slope for $\delta\ge0$, and `decaying_solution_lost` gives the divergence. That $y_2$ decays is assumed there, as `hdecay`, and the existence of solutions is assumed throughout. For a negative slope difference, exchange the two labels in `slope_error_amplification`; in `decaying_solution_lost`, change the sign of both solutions instead, which gives $y_1\to-\infty$.

Both functions are exact solutions with the same $q$, so the effect of an error in the energy is not covered. The theorems follow one error made at $c$; they do not treat step-size or rounding errors made along the way, or non-local exchange. Within this linear, single-channel model, they show why outward integration is a poor way to compute a long decaying tail.

```lean
import Mathlib

open Set Filter Topology

namespace BarrierErrorGrowth

noncomputable section

/-- The function `y` with slope `p` solves the radial equation `y'' = q y` on `[c, ∞)`;
at `c` the derivatives are one-sided. -/
def SolvesOutward (q y p : ℝ → ℝ) (c : ℝ) : Prop :=
  ∀ r, c ≤ r → HasDerivWithinAt y (p r) (Ici c) r ∧
    HasDerivWithinAt p (q r * y r) (Ici c) r

/-- The error envelope `δ cosh κ(r - c) + ε sinh κ(r - c) / κ`. -/
def envelope (κ c δ ε r : ℝ) : ℝ :=
  δ * Real.cosh (κ * (r - c)) + ε * Real.sinh (κ * (r - c)) / κ

/-- The slope envelope `δ κ sinh κ(r - c) + ε cosh κ(r - c)`. -/
def envelopeSlope (κ c δ ε r : ℝ) : ℝ :=
  δ * κ * Real.sinh (κ * (r - c)) + ε * Real.cosh (κ * (r - c))

/-- A function with non-negative derivative on `[c, ∞)` never falls below its value at `c`. -/
theorem ge_initial {f f' : ℝ → ℝ} {c : ℝ}
    (h : ∀ r, c ≤ r → HasDerivWithinAt f (f' r) (Ici c) r)
    (h0 : ∀ r, c ≤ r → 0 ≤ f' r) : ∀ r, c ≤ r → f c ≤ f r := by
  have hd : ∀ r ∈ interior (Ici c), HasDerivAt f (f' r) r := by
    intro r hr
    have hr' : c < r := by simpa [interior_Ici] using hr
    exact (h r hr'.le).hasDerivAt (Ici_mem_nhds hr')
  have hm : MonotoneOn f (Ici c) := by
    refine monotoneOn_of_deriv_nonneg (convex_Ici c)
      (fun r hr => (h r hr).continuousWithinAt)
      (fun r hr => (hd r hr).differentiableAt.differentiableWithinAt) (fun r hr => ?_)
    rw [(hd r hr).deriv]
    exact h0 r (interior_subset hr)
  intro r hr
  exact hm (mem_Ici.2 le_rfl) (mem_Ici.2 hr) hr

/-- The difference of two solutions of the radial equation is again a solution. -/
theorem SolvesOutward.difference {q y₁ p₁ y₂ p₂ : ℝ → ℝ} {c : ℝ}
    (h₁ : SolvesOutward q y₁ p₁ c) (h₂ : SolvesOutward q y₂ p₂ c) :
    SolvesOutward q (fun r => y₁ r - y₂ r) (fun r => p₁ r - p₂ r) c := by
  intro r hr
  refine ⟨(h₁ r hr).1.sub (h₂ r hr).1, ?_⟩
  have h := (h₁ r hr).2.sub (h₂ r hr).2
  have e : q r * y₁ r - q r * y₂ r = q r * (y₁ r - y₂ r) := by ring
  exact h.congr_deriv e

/-- Where `q ≥ 0`, a solution that starts with non-negative value and positive slope
keeps a positive slope and a non-negative value. -/
theorem SolvesOutward.stays_positive {q d p : ℝ → ℝ} {c : ℝ} (h : SolvesOutward q d p c)
    (hq : ∀ r, c ≤ r → 0 ≤ q r) (hd : 0 ≤ d c) (hp : 0 < p c) :
    ∀ r, c ≤ r → 0 < p r ∧ 0 ≤ d r := by
  -- the product `d d'` is non-decreasing, hence non-negative
  have hdp : ∀ r, c ≤ r → 0 ≤ d r * p r := by
    intro r hr
    have h1 := ge_initial (f := fun x => d x * p x)
      (f' := fun x => p x * p x + d x * (q x * d x))
      (fun x hx => (h x hx).1.mul (h x hx).2)
      (fun x hx => by
        have := mul_nonneg (hq x hx) (mul_self_nonneg (d x))
        have := mul_self_nonneg (p x)
        show 0 ≤ p x * p x + d x * (q x * d x)
        linarith [show d x * (q x * d x) = q x * (d x * d x) by ring]) r hr
    exact (mul_nonneg hd hp.le).trans h1
  -- therefore the squared slope is non-decreasing
  have hpp : ∀ r, c ≤ r → p c * p c ≤ p r * p r :=
    ge_initial (f := fun x => p x * p x)
      (f' := fun x => q x * d x * p x + p x * (q x * d x))
      (fun x hx => (h x hx).2.mul (h x hx).2)
      (fun x hx => by
        have := mul_nonneg (hq x hx) (hdp x hx)
        show 0 ≤ q x * d x * p x + p x * (q x * d x)
        linarith [show q x * d x * p x + p x * (q x * d x) = 2 * (q x * (d x * p x)) by ring])
  -- a slope that never vanishes cannot change sign
  have hpos : ∀ r, c ≤ r → 0 < p r := by
    intro r hr
    by_contra hn
    have hcont : ContinuousOn p (Icc c r) := fun x hx =>
      (h x hx.1).2.continuousWithinAt.mono Icc_subset_Ici_self
    obtain ⟨s, hs, hs0⟩ := intermediate_value_Icc' hr hcont ⟨not_lt.1 hn, hp.le⟩
    have h2 := hpp s hs.1
    rw [hs0] at h2
    linarith [mul_pos hp hp]
  intro r hr
  exact ⟨hpos r hr, hd.trans
    (ge_initial (fun x hx => (h x hx).1) (fun x hx => (hpos x hx).le) r hr)⟩

/-- If `e'' ≥ κ² e` on `[c, ∞)` and `e`, `e'` are non-negative at `c`, then both remain
non-negative. -/
theorem comparison {e g k : ℝ → ℝ} {c κ : ℝ} (hκ : 0 ≤ κ)
    (he : ∀ r, c ≤ r → HasDerivWithinAt e (g r) (Ici c) r)
    (hg : ∀ r, c ≤ r → HasDerivWithinAt g (k r) (Ici c) r)
    (hk : ∀ r, c ≤ r → κ ^ 2 * e r ≤ k r) (he0 : 0 ≤ e c) (hg0 : 0 ≤ g c) :
    ∀ r, c ≤ r → 0 ≤ e r ∧ 0 ≤ g r := by
  have hexp : ∀ a r : ℝ, HasDerivWithinAt (fun x => Real.exp (a * x))
      (Real.exp (a * r) * a) (Ici c) r := fun a r =>
    (((hasDerivAt_id' r).const_mul a).congr_deriv (mul_one a)).exp.hasDerivWithinAt
  -- first factor: `e' + κ e` stays non-negative
  have hw : ∀ r, c ≤ r → 0 ≤ g r + κ * e r := by
    intro r hr
    have h1 := ge_initial (f := fun x => Real.exp (-κ * x) * (g x + κ * e x))
      (f' := fun x => Real.exp (-κ * x) * (k x - κ ^ 2 * e x))
      (fun x hx => by
        have h2 := (hexp (-κ) x).mul ((hg x hx).add ((he x hx).const_mul κ))
        have h3 : Real.exp (-κ * x) * -κ * (g x + κ * e x)
            + Real.exp (-κ * x) * (k x + κ * g x)
            = Real.exp (-κ * x) * (k x - κ ^ 2 * e x) := by ring
        exact h2.congr_deriv h3)
      (fun x hx => mul_nonneg (Real.exp_pos _).le (sub_nonneg.2 (hk x hx))) r hr
    have h0 : 0 ≤ Real.exp (-κ * c) * (g c + κ * e c) := by positivity
    exact nonneg_of_mul_nonneg_right (h0.trans h1) (Real.exp_pos _)
  -- second factor: `e` itself stays non-negative
  have hpos : ∀ r, c ≤ r → 0 ≤ e r := by
    intro r hr
    have h1 := ge_initial (f := fun x => Real.exp (κ * x) * e x)
      (f' := fun x => Real.exp (κ * x) * (g x + κ * e x))
      (fun x hx => by
        have h2 := (hexp κ x).mul (he x hx)
        have h3 : Real.exp (κ * x) * κ * e x + Real.exp (κ * x) * g x
            = Real.exp (κ * x) * (g x + κ * e x) := by ring
        exact h2.congr_deriv h3)
      (fun x hx => mul_nonneg (Real.exp_pos _).le (hw x hx)) r hr
    have h0 : 0 ≤ Real.exp (κ * c) * e c := by positivity
    exact nonneg_of_mul_nonneg_right (h0.trans h1) (Real.exp_pos _)
  intro r hr
  exact ⟨hpos r hr, hg0.trans (ge_initial hg
    (fun x hx => (mul_nonneg (sq_nonneg κ) (hpos x hx)).trans (hk x hx)) r hr)⟩

/-- For the constant barrier `q = κ²` the envelope is itself a solution, with value `δ` and
slope `ε` at `c`. -/
theorem envelope_solves {κ : ℝ} (hκ : κ ≠ 0) (c δ ε : ℝ) :
    SolvesOutward (fun _ => κ ^ 2) (envelope κ c δ ε) (envelopeSlope κ c δ ε) c ∧
      envelope κ c δ ε c = δ ∧ envelopeSlope κ c δ ε c = ε := by
  refine ⟨fun r _ => ?_, by simp [envelope], by simp [envelopeSlope]⟩
  have hl : HasDerivAt (fun x => κ * (x - c)) κ r :=
    (((hasDerivAt_id' r).sub_const c).const_mul κ).congr_deriv (mul_one κ)
  constructor
  · have h := (hl.cosh.const_mul δ).add ((hl.sinh.const_mul ε).div_const κ)
    have e : δ * (Real.sinh (κ * (r - c)) * κ) + ε * (Real.cosh (κ * (r - c)) * κ) / κ
        = envelopeSlope κ c δ ε r := by
      simp only [envelopeSlope]
      field_simp
    exact (h.congr_deriv e).hasDerivWithinAt
  · have h := (hl.sinh.const_mul (δ * κ)).add (hl.cosh.const_mul ε)
    have e : δ * κ * (Real.cosh (κ * (r - c)) * κ) + ε * (Real.sinh (κ * (r - c)) * κ)
        = κ ^ 2 * envelope κ c δ ε r := by
      simp only [envelope]
      field_simp
    exact (h.congr_deriv e).hasDerivWithinAt

/-- In a barrier `q ≥ κ²`, two solutions whose difference starts with non-negative value and
positive slope separate at least as fast as the envelope, in value and in slope. -/
theorem error_amplification {q y₁ p₁ y₂ p₂ : ℝ → ℝ} {c κ : ℝ} (hκ : 0 < κ)
    (hq : ∀ r, c ≤ r → κ ^ 2 ≤ q r)
    (h₁ : SolvesOutward q y₁ p₁ c) (h₂ : SolvesOutward q y₂ p₂ c)
    (hy : 0 ≤ y₁ c - y₂ c) (hp : 0 < p₁ c - p₂ c) {r : ℝ} (hr : c ≤ r) :
    envelope κ c (y₁ c - y₂ c) (p₁ c - p₂ c) r ≤ y₁ r - y₂ r ∧
      envelopeSlope κ c (y₁ c - y₂ c) (p₁ c - p₂ c) r ≤ p₁ r - p₂ r := by
  have hd := h₁.difference h₂
  have hpos := hd.stays_positive (fun x hx => (sq_nonneg κ).trans (hq x hx)) hy hp
  obtain ⟨hB, hB0, hS0⟩ := envelope_solves hκ.ne' c (y₁ c - y₂ c) (p₁ c - p₂ c)
  set B := envelope κ c (y₁ c - y₂ c) (p₁ c - p₂ c)
  set S := envelopeSlope κ c (y₁ c - y₂ c) (p₁ c - p₂ c)
  -- compare the actual error with the constant-barrier error
  have key := comparison (e := fun x => (y₁ x - y₂ x) - B x)
    (g := fun x => (p₁ x - p₂ x) - S x)
    (k := fun x => q x * (y₁ x - y₂ x) - κ ^ 2 * B x) hκ.le
    (fun x hx => (hd x hx).1.sub (hB x hx).1)
    (fun x hx => (hd x hx).2.sub (hB x hx).2)
    (fun x hx => by
      have h0 : 0 ≤ y₁ x - y₂ x := (hpos x hx).2
      have h3 := mul_le_mul_of_nonneg_right (hq x hx) h0
      show κ ^ 2 * ((y₁ x - y₂ x) - B x) ≤ q x * (y₁ x - y₂ x) - κ ^ 2 * B x
      linarith [mul_sub (κ ^ 2) (y₁ x - y₂ x) (B x)])
    (sub_nonneg.2 hB0.le) (sub_nonneg.2 hS0.le) r hr
  exact ⟨sub_nonneg.1 key.1, sub_nonneg.1 key.2⟩

/-- In a barrier `q ≥ κ²` with `κ > 0`, two solutions that agree at `c` but differ there in slope by
`ε > 0` are at least `ε sinh κ(r - c) / κ` apart at every `r ≥ c`. -/
theorem slope_error_amplification {q y₁ p₁ y₂ p₂ : ℝ → ℝ} {c κ ε : ℝ} (hκ : 0 < κ)
    (hq : ∀ r, c ≤ r → κ ^ 2 ≤ q r)
    (h₁ : SolvesOutward q y₁ p₁ c) (h₂ : SolvesOutward q y₂ p₂ c)
    (hy : y₁ c = y₂ c) (hp : p₁ c - p₂ c = ε) (hε : 0 < ε) {r : ℝ} (hr : c ≤ r) :
    ε * Real.sinh (κ * (r - c)) / κ ≤ y₁ r - y₂ r := by
  have h := (error_amplification hκ hq h₁ h₂ (sub_nonneg.2 hy.ge) (hp ▸ hε) hr).1
  rw [hp, sub_eq_zero.2 hy] at h
  simpa only [envelope, zero_mul, zero_add] using h

/-- If `y₂` decays to zero in the barrier, a solution `y₁` with the same value at `c` and a
larger slope there tends to infinity. -/
theorem decaying_solution_lost {q y₁ p₁ y₂ p₂ : ℝ → ℝ} {c κ : ℝ} (hκ : 0 < κ)
    (hq : ∀ r, c ≤ r → κ ^ 2 ≤ q r)
    (h₁ : SolvesOutward q y₁ p₁ c) (h₂ : SolvesOutward q y₂ p₂ c)
    (hy : y₁ c = y₂ c) (hp : p₂ c < p₁ c) (hdecay : Tendsto y₂ atTop (𝓝 0)) :
    Tendsto y₁ atTop atTop := by
  have hε : 0 < p₁ c - p₂ c := sub_pos.2 hp
  have hlin : Tendsto (fun r : ℝ => (p₁ c - p₂ c) * (r + -c)) atTop atTop :=
    (tendsto_atTop_add_const_right atTop (-c) tendsto_id).const_mul_atTop hε
  refine tendsto_atTop_mono' atTop ?_ (hlin.atTop_add hdecay)
  filter_upwards [eventually_ge_atTop c] with r hr
  have h := slope_error_amplification hκ hq h₁ h₂ hy rfl hε hr
  -- `sinh x ≥ x` already gives linear growth of the error
  have hs : κ * (r - c) ≤ Real.sinh (κ * (r - c)) :=
    Real.self_le_sinh_iff.2 (mul_nonneg hκ.le (sub_nonneg.2 hr))
  have h4 : (p₁ c - p₂ c) * (r + -c) ≤ (p₁ c - p₂ c) * Real.sinh (κ * (r - c)) / κ := by
    rw [le_div_iff₀ hκ]
    have h5 := mul_le_mul_of_nonneg_left hs hε.le
    linarith [show (p₁ c - p₂ c) * (r + -c) * κ = (p₁ c - p₂ c) * (κ * (r - c)) by ring]
  linarith

end

end BarrierErrorGrowth
```

```lean
#print axioms BarrierErrorGrowth.slope_error_amplification
-- 'BarrierErrorGrowth.slope_error_amplification' depends on axioms: [propext, Classical.choice, Quot.sound]
#print axioms BarrierErrorGrowth.decaying_solution_lost
-- 'BarrierErrorGrowth.decaying_solution_lost' depends on axioms: [propext, Classical.choice, Quot.sound]
```

## How the proof follows the calculation

`ge_initial` is the step used at every turn: a function with non-negative derivative on $[c,\infty)$ never falls below its initial value. It rests on Mathlib's monotonicity theorem, which needs the derivative only in the interior.

`SolvesOutward.difference` is linearity. In `SolvesOutward.stays_positive`, `hdp` and `hpp` are the statements about $dd'$ and $d'^2$. For `hpos`, the proof supposes that the slope is non-positive somewhere; the intermediate value theorem then supplies a zero, which contradicts `hpp`.

`comparison` carries out the two exponential weightings. Its `hw` is $w\ge0$ and its `hpos` is $e\ge0$; in each, `ring` confirms the simplified derivative, and the positive exponential is then cancelled. `envelope_solves` differentiates $B$ and checks its initial data. It also shows that the bound is sharp: for $q=\kappa^2$, the envelope and the zero solution differ by exactly $B$.

In `error_amplification`, the step `key` applies `comparison` to $d-B$, with `stays_positive` supplying the sign of $d$ needed to replace $q$ by $\kappa^2$. `slope_error_amplification` sets $\delta=0$. `decaying_solution_lost` bounds $y_1$ from below by the linear function plus $y_2$, whose sum tends to infinity.
